# Constant shifts and linear couplings for Appell polynomials that obey a three-term recurrence

**Q:** I build polynomials from $p_0=1$, $p_1=x$ and $p_{n+1}=(x-b_n)p_n-c_np_{n-1}$, with all $b_n=0$ and $c_1=c_2=1$. I get $p_2=x^2-1$ and $p_3=x^3-2x$. But $p_3'=3x^2-2$, which is not $3p_2$, so the derivative has stopped being a lowering operator. Was that a bad choice of numbers?

**A:** Yes, and there is little freedom in the choice. Let $p_n$ be monic, real and of degree $n$, with $p_n'=np_{n-1}$; this is an Appell sequence. If it also obeys your recurrence for $n\ge1$, then $b_n=b_1$ and $c_n=nc_1$. Your $c_2$ had to be 2.

**Q:** Show me by hand.

**A:** For $n\ge0$, differentiate $p_{n+3}=(x-b_{n+2})p_{n+2}-c_{n+2}p_{n+1}$ and use lowering on every derivative:
$$(n+3)p_{n+2}=p_{n+2}+(n+2)(x-b_{n+2})p_{n+1}-(n+1)c_{n+2}p_n.$$
Move $p_{n+2}$ to the left, then subtract $n+2$ times $p_{n+2}=(x-b_{n+1})p_{n+1}-c_{n+1}p_n$. After a change of sign,
$$(n+2)(b_{n+2}-b_{n+1})\,p_{n+1}+\big[(n+1)c_{n+2}-(n+2)c_{n+1}\big]p_n=0.$$
The coefficient of $x^{n+1}$ comes from $p_{n+1}$ alone, so the first prefactor vanishes; the coefficient of $x^n$ then removes the second. Hence $b_{n+2}=b_{n+1}$ and $c_{n+2}/(n+2)=c_{n+1}/(n+1)$. Induction from $n=1$ gives the claim.

**Q:** What does this say about an oscillator?

**A:** For the one-dimensional harmonic oscillator of mass $m$ and angular frequency $\omega$, the polynomial factors of the eigenfunctions, rescaled to be monic, have this structure, with $c_1=\hbar/(2m\omega)$. Between normalised states, the square root of the coupling $c_n$ is the position matrix element $\langle n-1|x|n\rangle=\sqrt{nc_1}$, up to phase. The theorems themselves concern only polynomials: they contain no Hamiltonian, inner product or Gaussian weight.

**Q:** Then what exactly is assumed in Lean? I suspect that orthogonality has been slipped in.

```lean
import Mathlib

open Polynomial

namespace AppellHermite

noncomputable section
```

**A:** It has not. `IsAppell p` contains the monic condition, the degree and lowering. A sequence `p : ℕ → ℝ[X]` assigns a real polynomial to each level, and `derivative` is the formal $d/dx$. The number $n+1$ appears there as a constant polynomial.

```lean
/-- A sequence of monic real polynomials `p n` of degree `n` on which the derivative acts
as a lowering operator, `p (n+1)' = (n+1) p n`. -/
structure IsAppell (p : ℕ → ℝ[X]) : Prop where
  monic : ∀ n, (p n).Monic
  natDegree : ∀ n, (p n).natDegree = n
  lowering : ∀ n, derivative (p (n + 1)) = ((n : ℝ[X]) + 1) * p n
```

The recurrence is a separate hypothesis, with arbitrary real sequences `b` and `c`. Its index is moved up by one, so Lean's `n = 0` is the physical case $n=1$. The values `b 0` and `c 0` never enter.

```lean
/-- The three-term recurrence `p (n+1) = (X - b n) p n - c n p (n-1)` for all `n ≥ 1`,
written with the index moved up by one. -/
def ThreeTerm (p : ℕ → ℝ[X]) (b c : ℕ → ℝ) : Prop :=
  ∀ n, p (n + 2) = (X - C (b (n + 1))) * p (n + 1) - C (c (n + 1)) * p n
```

**Q:** What if I also impose the recurrence at $n=0$, with $p_{-1}=0$?

**A:** That model would add $p_1=x-b_0$. Since the present hypotheses already force $p_1=x-b_1$, the only change would be the further conclusion $b_0=b_1$.

**Q:** And which Hermite polynomials are meant?

**A:** The monic ones, $He_n$, not the physicists' $H_n$ with leading coefficient $2^n$. The definition below adds a centre $b$ and a parameter $c$. When $c>0$, this parameter is the variance of the Gaussian weight $e^{-(x-b)^2/(2c)}$ for which the polynomials are orthogonal. The definition allows every real $c$. At $c=0$ the sequence collapses to $(x-b)^n$, which still satisfies both conditions.

```lean
/-- The shifted Hermite sequence with centre `b` and real parameter `c`, defined by its recurrence.
-/
def shiftedHermite (b c : ℝ) : ℕ → ℝ[X]
  | 0 => 1
  | 1 => X - C b
  | n + 2 => (X - C b) * shiftedHermite b c (n + 1)
      - C (((n : ℝ) + 1) * c) * shiftedHermite b c n
```

**Q:** Where does your comparison of leading coefficients appear?

**A:** In the next lemma. It reads off the coefficient at degree $n+1$, where `p n` contributes nothing, and then the one at degree $n$.

```lean
/-- Two consecutive members of an Appell sequence are linearly independent. -/
theorem IsAppell.independent {p : ℕ → ℝ[X]} (hp : IsAppell p) (n : ℕ) (u v : ℝ)
    (h : C u * p (n + 1) + C v * p n = 0) : u = 0 ∧ v = 0 := by
  have lead : ∀ m, (p m).coeff m = 1 := fun m => by
    have h1 := (hp.monic m).coeff_natDegree
    rwa [hp.natDegree m] at h1
  have top : (p n).coeff (n + 1) = 0 :=
    coeff_eq_zero_of_natDegree_lt (by rw [hp.natDegree n]; omega)
  -- the coefficient of the highest power isolates `u`
  have hu : u = 0 := by
    have h1 := congrArg (fun q => coeff q (n + 1)) h
    simpa only [coeff_add, coeff_C_mul, lead, top, coeff_zero, mul_one, mul_zero,
      add_zero] using h1
  refine ⟨hu, ?_⟩
  have h2 := congrArg (fun q => coeff q n) h
  simpa only [hu, coeff_add, coeff_C_mul, lead, coeff_zero, mul_one, zero_mul,
    zero_add] using h2
```

The differentiated recurrence is `d3` in the following proof. The `linear_combination` step performs the subtraction I did by hand, and the independence lemma turns `key` into two scalar equations.

```lean
/-- Compatibility of lowering and recurrence links neighbouring coefficients: the shifts agree and
`c (n+2)` is `(n+2)/(n+1)` times `c (n+1)`. -/
theorem coefficients_step {p : ℕ → ℝ[X]} {b c : ℕ → ℝ} (hp : IsAppell p)
    (hr : ThreeTerm p b c) (n : ℕ) :
    b (n + 2) = b (n + 1) ∧
      ((n : ℝ) + 1) * c (n + 2) = ((n : ℝ) + 1 + 1) * c (n + 1) := by
  have d3 : derivative (p (n + 3)) = (((n + 2 : ℕ) : ℝ[X]) + 1) * p (n + 2) :=
    hp.lowering (n + 2)
  have d2 : derivative (p (n + 2)) = (((n + 1 : ℕ) : ℝ[X]) + 1) * p (n + 1) :=
    hp.lowering (n + 1)
  have r3 : p (n + 3) = (X - C (b (n + 2))) * p (n + 2) - C (c (n + 2)) * p (n + 1) :=
    hr (n + 1)
  -- differentiate the recurrence
  rw [r3] at d3
  simp only [derivative_sub, derivative_mul, derivative_X, derivative_C, d2,
    hp.lowering n] at d3
  push_cast at d3
  -- subtract a multiple of the preceding recurrence
  have key : C (((n : ℝ) + 1 + 1) * (b (n + 2) - b (n + 1))) * p (n + 1)
      + C (((n : ℝ) + 1) * c (n + 2) - ((n : ℝ) + 1 + 1) * c (n + 1)) * p n = 0 := by
    simp only [map_add, map_sub, map_mul, map_natCast, map_one]
    linear_combination (-1 : ℝ[X]) * d3 - ((n : ℝ[X]) + 2) * hr n
  obtain ⟨hu, hv⟩ := hp.independent n _ _ key
  have hn : (n : ℝ) + 1 + 1 ≠ 0 := by positivity
  exact ⟨sub_eq_zero.mp ((mul_eq_zero.mp hu).resolve_left hn), sub_eq_zero.mp hv⟩
```

**Q:** So the main theorem is just the induction?

**A:** Yes. For the coupling, it multiplies the desired equality by a nonzero number, then inserts the step relation and the induction hypothesis.

```lean
/-- An Appell sequence with a three-term recurrence has constant shift `b n = b 1` and coupling `c n
= n c 1` for all `n ≥ 1`. -/
theorem recurrence_coefficients {p : ℕ → ℝ[X]} {b c : ℕ → ℝ} (hp : IsAppell p)
    (hr : ThreeTerm p b c) : ∀ n, 1 ≤ n → b n = b 1 ∧ c n = n * c 1 := by
  intro n hn
  obtain ⟨m, rfl⟩ : ∃ m, n = m + 1 := ⟨n - 1, by omega⟩
  clear hn
  induction m with
  | zero => simp
  | succ m ih =>
    have hb : b (m + 1 + 1) = b (m + 1) := (coefficients_step hp hr m).1
    have hc : ((m : ℝ) + 1) * c (m + 1 + 1) = ((m : ℝ) + 1 + 1) * c (m + 1) :=
      (coefficients_step hp hr m).2
    refine ⟨hb.trans ih.1, ?_⟩
    have h0 : (m : ℝ) + 1 ≠ 0 := by positivity
    apply mul_left_cancel₀ h0
    rw [hc, ih.2]
    push_cast
    ring
```

**Q:** The recurrence coefficients alone do not yet fix the sequence. What about $p_0$ and $p_1$?

**A:** A monic polynomial of degree zero is 1.

```lean
/-- The lowest member of an Appell sequence is the constant `1`. -/
theorem IsAppell.zero_eq_one {p : ℕ → ℝ[X]} (hp : IsAppell p) : p 0 = 1 := by
  have h1 := (hp.monic 0).coeff_natDegree
  rw [hp.natDegree 0] at h1
  have h2 := eq_C_of_natDegree_eq_zero (hp.natDegree 0)
  rw [h1, C_1] at h2
  exact h2
```

For $p_1$, differentiate $p_2=(x-b_1)p_1-c_1$. Lowering gives $2p_1=p_1+(x-b_1)$, so $p_1=x-b_1$. Both sequences now have the same two starting members and the same recurrence, so they agree at every $n$.

```lean
/-- An Appell sequence with a three-term recurrence is the Hermite sequence with centre `b 1` and
parameter `c 1`. -/
theorem eq_shiftedHermite {p : ℕ → ℝ[X]} {b c : ℕ → ℝ} (hp : IsAppell p)
    (hr : ThreeTerm p b c) : ∀ n, p n = shiftedHermite (b 1) (c 1) n
  | 0 => hp.zero_eq_one
  | 1 => by
    have h0 : p 0 = 1 := hp.zero_eq_one
    have d2 : derivative (p 2) = (((1 : ℕ) : ℝ[X]) + 1) * p 1 := hp.lowering 1
    have d1 : derivative (p 1) = (((0 : ℕ) : ℝ[X]) + 1) * p 0 := hp.lowering 0
    have r2 : p 2 = (X - C (b 1)) * p 1 - C (c 1) * p 0 := hr 0
    -- the derivative of the first recurrence fixes `p 1`
    rw [r2] at d2
    simp only [derivative_sub, derivative_mul, derivative_X, derivative_C, d1, h0,
      derivative_one] at d2
    push_cast at d2
    rw [shiftedHermite]
    linear_combination -d2
  | n + 2 => by
    obtain ⟨hb, hc⟩ := recurrence_coefficients hp hr (n + 1) (by omega)
    rw [hr n, hb, hc, eq_shiftedHermite hp hr (n + 1), eq_shiftedHermite hp hr n,
      shiftedHermite, Nat.cast_add, Nat.cast_one]
```

**Q:** Could the hypotheses be so strict that nothing satisfies them?

**A:** No, every real pair $b,c$ gives an example. Write $h_n$ for `shiftedHermite b c n`. If lowering holds at the earlier levels, then
$$h_{n+3}'=h_{n+2}+(n+2)\big[(x-b)h_{n+1}-(n+1)c\,h_n\big]=(n+3)h_{n+2}.$$
The first two levels are checked directly.

```lean
/-- The derivative lowers the shifted Hermite polynomials: `h (n+1)' = (n+1) h n`. -/
theorem shiftedHermite_lowering (b c : ℝ) : ∀ n,
    derivative (shiftedHermite b c (n + 1)) = ((n : ℝ[X]) + 1) * shiftedHermite b c n
  | 0 => by simp [shiftedHermite]
  | 1 => by
    simp only [shiftedHermite, derivative_sub, derivative_mul, derivative_X, derivative_C,
      derivative_one]
    push_cast
    ring
  | n + 2 => by
    have d2 : derivative (shiftedHermite b c (n + 2))
        = (((n + 1 : ℕ) : ℝ[X]) + 1) * shiftedHermite b c (n + 1) :=
      shiftedHermite_lowering b c (n + 1)
    have r3 : shiftedHermite b c (n + 2 + 1) = (X - C b) * shiftedHermite b c (n + 2)
        - C ((((n + 1 : ℕ) : ℝ) + 1) * c) * shiftedHermite b c (n + 1) := rfl
    have r2 : shiftedHermite b c (n + 2) = (X - C b) * shiftedHermite b c (n + 1)
        - C (((n : ℝ) + 1) * c) * shiftedHermite b c n := rfl
    rw [r3]
    simp only [derivative_sub, derivative_mul, derivative_X, derivative_C, d2,
      shiftedHermite_lowering b c n]
    simp only [Nat.cast_add, Nat.cast_one, Nat.cast_ofNat, map_add, map_mul, map_natCast,
      map_one] at r2 ⊢
    linear_combination (-((n : ℝ[X]) + 2)) * r2
```

The monic condition and the degree follow because $(x-b)h_{n+1}$ has higher degree than the coupling term. The induction carries two neighbouring levels, since the recurrence needs both.

```lean
/-- For all real `b` and `c` the shifted Hermite polynomials form an Appell sequence and obey
the three-term recurrence with shift `b` and coupling `n c`. -/
theorem shiftedHermite_witness (b c : ℝ) : IsAppell (shiftedHermite b c) ∧
    ThreeTerm (shiftedHermite b c) (fun _ => b) (fun n => n * c) := by
  have key : ∀ n, ((shiftedHermite b c n).Monic ∧ (shiftedHermite b c n).natDegree = n) ∧
      ((shiftedHermite b c (n + 1)).Monic ∧
        (shiftedHermite b c (n + 1)).natDegree = n + 1) := by
    intro n
    induction n with
    | zero =>
      exact ⟨⟨monic_one, natDegree_one⟩, ⟨monic_X_sub_C b, natDegree_X_sub_C b⟩⟩
    | succ n ih =>
      obtain ⟨⟨_, d0⟩, ⟨m1, d1⟩⟩ := ih
      refine ⟨⟨m1, d1⟩, ?_⟩
      -- the product with `X - b` dominates the coupling term
      have hd : ((X - C b) * shiftedHermite b c (n + 1)).natDegree = n + 1 + 1 := by
        rw [(monic_X_sub_C b).natDegree_mul m1, natDegree_X_sub_C, d1]
        omega
      have hlt : (C (((n : ℝ) + 1) * c) * shiftedHermite b c n).natDegree
          < ((X - C b) * shiftedHermite b c (n + 1)).natDegree := by
        have h1 := natDegree_C_mul_le (((n : ℝ) + 1) * c) (shiftedHermite b c n)
        omega
      rw [shiftedHermite]
      exact ⟨((monic_X_sub_C b).mul m1).sub_of_left (degree_lt_degree hlt),
        (natDegree_sub_eq_left_of_natDegree_lt hlt).trans hd⟩
  refine ⟨⟨fun n => (key n).1.1, fun n => (key n).1.2, shiftedHermite_lowering b c⟩, ?_⟩
  intro n
  simp only [Nat.cast_add, Nat.cast_one]
  rw [shiftedHermite]
```

Together, the two directions give an exact characterisation.

```lean
/-- A polynomial sequence is Appell with some three-term recurrence exactly when it is a
shifted Hermite sequence for some real `b` and `c`. -/
theorem appell_threeTerm_iff (p : ℕ → ℝ[X]) :
    (IsAppell p ∧ ∃ β γ, ThreeTerm p β γ) ↔ ∃ b c, p = shiftedHermite b c := by
  constructor
  · rintro ⟨hp, β, γ, hr⟩
    exact ⟨β 1, γ 1, funext (eq_shiftedHermite hp hr)⟩
  · rintro ⟨b, c, rfl⟩
    exact ⟨(shiftedHermite_witness b c).1, _, _, (shiftedHermite_witness b c).2⟩
```

**Q:** An oscillator also has a raising operator. Is there one here?

**A:** Yes: $(x-b)-c\,d/dx$. For $n\ge1$, lowering turns $nc\,h_{n-1}$ into $c\,h_n'$, so the recurrence reads $h_{n+1}=(x-b)h_n-c\,h_n'$. At $n=0$ it gives $h_1=x-b$. This operator acts on the polynomials alone. On the full oscillator eigenfunctions, which carry the Gaussian factor $e^{-(x-b)^2/(4c)}$ with $c>0$, the raising operator is proportional to $(x-b)-2c\,d/dx$.

```lean
/-- The operator `(X - b) - c d/dX` raises the `n`-th shifted Hermite polynomial to the next. -/
theorem shiftedHermite_raising (b c : ℝ) (n : ℕ) : shiftedHermite b c (n + 1)
    = (X - C b) * shiftedHermite b c n - C c * derivative (shiftedHermite b c n) := by
  cases n with
  | zero => simp [shiftedHermite]
  | succ n =>
    rw [shiftedHermite_lowering, shiftedHermite]
    simp only [map_add, map_mul, map_natCast, map_one]
    ring
```

**Q:** Finally, is `shiftedHermite` really Hermite, or only named so?

**A:** For $b=0$, $c=1$ this raising rule is the one that generates Mathlib's `hermite`, whose integer coefficients are mapped to the reals. That is `std` in the last proof. For $c_1=s^2$ with real $s$, the claim is
$$p_n(b_1+sy)=s^n He_n(y).$$
This rescaling is proved by induction in `scale`, where the step is
$$sy\,s^{n+1}He_{n+1}(y)-(n+1)s^2s^nHe_n(y)=s^{n+2}He_{n+2}(y).$$
A negative $c_1$ has no real $s$, so this rescaling does not apply to it, although the characterisation above does.

```lean
/-- If `c 1 = s ^ 2`, an Appell sequence with a three-term recurrence is related to the Hermite
polynomials `He n` through `p n (b 1 + s y) = s ^ n He n (y)`. -/
theorem eval_eq_hermite {p : ℕ → ℝ[X]} {b c : ℕ → ℝ} (hp : IsAppell p)
    (hr : ThreeTerm p b c) (s : ℝ) (hs : c 1 = s ^ 2) (n : ℕ) (y : ℝ) :
    (p n).eval (b 1 + s * y)
      = s ^ n * ((hermite n).map (Int.castRingHom ℝ)).eval y := by
  -- the standard case is generated by the same raising operator
  have std : ∀ m, shiftedHermite 0 1 m = (hermite m).map (Int.castRingHom ℝ) := by
    intro m
    induction m with
    | zero => simp [shiftedHermite]
    | succ m ih =>
      rw [shiftedHermite_raising, ih, hermite_succ]
      simp [derivative_map]
  have scale : ∀ m, (shiftedHermite (b 1) (s ^ 2) m).eval (b 1 + s * y)
        = s ^ m * (shiftedHermite 0 1 m).eval y ∧
      (shiftedHermite (b 1) (s ^ 2) (m + 1)).eval (b 1 + s * y)
        = s ^ (m + 1) * (shiftedHermite 0 1 (m + 1)).eval y := by
    intro m
    induction m with
    | zero => simp [shiftedHermite]
    | succ m ih =>
      refine ⟨ih.2, ?_⟩
      rw [shiftedHermite, shiftedHermite]
      simp only [eval_sub, eval_mul, eval_X, eval_C, ih.1, ih.2]
      ring
  rw [eq_shiftedHermite hp hr n, hs, (scale n).1, std n]

end

end AppellHermite
```

```lean
#print axioms AppellHermite.appell_threeTerm_iff
#print axioms AppellHermite.eval_eq_hermite
```

```
'AppellHermite.appell_threeTerm_iff' depends on axioms: [propext, Classical.choice, Quot.sound]
'AppellHermite.eval_eq_hermite' depends on axioms: [propext, Classical.choice, Quot.sound]
```
